# L² times the summed Friedel tails of a planar defect's periodic images is a quadratic in the fractional part of kL/π

A planar defect is given the Friedel tail A cos(2kR)/R² at signed distance R, and its periodic images stand at ±L, ±2L and so on, with L > 0 and A and k any real numbers. The image error is defined as the plain sum of the images' tails at the defect plane, so any response of the images to one another is left out. The theorem states that this series converges and that L² times its sum is 2Aπ²(t² − t + 1/6), where t is the fractional part of kL/π. The attempt takes the known sum of cos(nx)/n² at x = 2πt, multiplies it by 2A/L², and matches it term by term with the image series, using the periodicity of the cosine.

The failing Lean file:

```lean
import Mathlib

open Real

namespace ImageErrorClosedForm

noncomputable section

/-- Friedel tail `A cos(2kR)/R²` of a planar defect at signed distance `R ≠ 0`. -/
def friedelTail (A k R : ℝ) : ℝ := A * Real.cos (2 * k * R) / R ^ 2

/-- Image error at a defect plane: the summed Friedel tails of its periodic images at
`±L, ±2L, ...`, for cell length `L ≠ 0`. -/
def imageError (A k L : ℝ) : ℝ :=
  ∑' n : ℕ, (friedelTail A k ((n + 1) * L) + friedelTail A k (-((n + 1) * L)))

/-- Phase of the cell: the fractional part of `kL/π`. -/
def cellPhase (k L : ℝ) : ℝ := Int.fract (k * L / π)

/-- For `0 ≤ x ≤ 2π` the sum of `cos(nx)/n²` over `n ≥ 1` converges to
`π²/6 - πx/2 + x²/4`. -/
theorem hasSum_cos_div_sq {x : ℝ} (h0 : 0 ≤ x) (h1 : x ≤ 2 * π) :
    HasSum (fun n : ℕ => Real.cos ((n + 1) * x) / ((n : ℝ) + 1) ^ 2)
      (π ^ 2 / 6 - π * x / 2 + x ^ 2 / 4) := by
  have hpi : π ≠ 0 := Real.pi_ne_zero
  have b2 : bernoulli 2 = 1 / 6 :=
    (bernoulli_eq_bernoulli'_of_ne_one (by norm_num)).trans bernoulli'_two
  -- the second Bernoulli polynomial
  have hB (t : ℝ) : (Polynomial.map (algebraMap ℚ ℝ) (Polynomial.bernoulli 2)).eval t
      = t ^ 2 - t + 1 / 6 := by
    simp only [Polynomial.bernoulli, Finset.sum_range_succ, Finset.sum_range_zero,
      Polynomial.map_add, Polynomial.map_zero, Polynomial.map_monomial, Polynomial.eval_add,
      Polynomial.eval_zero, Polynomial.eval_monomial, bernoulli_zero, bernoulli_one, b2]
    norm_num [Nat.choose]
    ring
  have h := hasSum_one_div_nat_pow_mul_cos (k := 1) one_ne_zero (x := x / (2 * π))
    ⟨by positivity, by rw [div_le_one (by positivity)]; exact h1⟩
  simp only [mul_one] at h
  rw [hB] at h
  -- drop the zeroth term
  have h' := (hasSum_nat_add_iff' 1).mpr h
  rw [Finset.sum_range_one] at h'
  have hfun : (fun n : ℕ => Real.cos ((n + 1) * x) / ((n : ℝ) + 1) ^ 2) =
      fun n : ℕ => 1 / ((n + 1 : ℕ) : ℝ) ^ 2 *
        Real.cos (2 * π * ((n + 1 : ℕ) : ℝ) * (x / (2 * π))) := by
    funext n
    have e : 2 * π * ((n + 1 : ℕ) : ℝ) * (x / (2 * π)) = (n + 1) * x := by
      push_cast
      field_simp
    rw [e]
    push_cast
    ring
  have hval : π ^ 2 / 6 - π * x / 2 + x ^ 2 / 4 =
      (-1 : ℝ) ^ (1 + 1) * (2 * π) ^ 2 / 2 / ((Nat.factorial 2 : ℕ) : ℝ) *
        ((x / (2 * π)) ^ 2 - x / (2 * π) + 1 / 6) -
      1 / ((0 : ℕ) : ℝ) ^ 2 * Real.cos (2 * π * ((0 : ℕ) : ℝ) * (x / (2 * π))) := by
    have hf : ((Nat.factorial 2 : ℕ) : ℝ) = 2 := by norm_num [Nat.factorial]
    rw [hf]
    simp only [Nat.cast_zero, ne_eq, OfNat.ofNat_ne_zero, not_false_eq_true, zero_pow,
      div_zero, zero_mul, sub_zero]
    field_simp
    ring
  rw [hfun, hval]
  exact h'

/-- For every cell length `L > 0` the image series converges, and `L²` times the image error
is `2Aπ²(t² - t + 1/6)`, where `t` is the phase of the cell. -/
theorem imageError_closed_form (A k : ℝ) {L : ℝ} (hL : 0 < L) :
    Summable (fun n : ℕ =>
      friedelTail A k ((n + 1) * L) + friedelTail A k (-((n + 1) * L))) ∧
    L ^ 2 * imageError A k L =
      2 * A * π ^ 2 * (cellPhase k L ^ 2 - cellPhase k L + 1 / 6) := by
  have hL0 : L ≠ 0 := hL.ne'
  have t0 : 0 ≤ cellPhase k L := Int.fract_nonneg _
  have t1 : cellPhase k L < 1 := Int.fract_lt_one _
  have hm : k * L = π * (cellPhase k L + ⌊k * L / π⌋) := by
    rw [cellPhase, Int.fract_add_floor, mul_div_cancel₀ _ Real.pi_ne_zero]
  have h := (hasSum_cos_div_sq (x := 2 * π * cellPhase k L) (by positivity)
    (by nlinarith [Real.pi_pos])).mul_left (2 * A / L ^ 2)
  have h2 : HasSum (fun n : ℕ =>
      friedelTail A k ((n + 1) * L) + friedelTail A k (-((n + 1) * L))) _ := by
    convert h using 1
    funext n
    -- whole turns of the phase do not matter
    have hc : Real.cos ((n + 1) * (2 * π * cellPhase k L))
        = Real.cos (2 * k * ((n + 1) * L)) := by
      rw [← Real.cos_sub_int_mul_two_pi (2 * k * ((n + 1) * L)) ((n + 1) * ⌊k * L / π⌋)]
      congr 1
      push_cast
      linear_combination (-2 * ((n : ℝ) + 1)) * hm
    have hn : (n : ℝ) + 1 ≠ 0 := by positivity
    simp only [friedelTail]
    rw [hc, mul_neg, Real.cos_neg, neg_sq]
    generalize Real.cos (2 * k * ((n + 1) * L)) = c
    field_simp <;> ring
  refine ⟨h2.summable, ?_⟩
  rw [imageError, h2.tsum_eq]
  field_simp <;> ring

end

end ImageErrorClosedForm
```

The error:

```
Main.lean:81:72: error: don't know how to synthesize placeholder for argument `a`
context:
A k L : ℝ
hL : 0 < L
hL0 : L ≠ 0
t0 : 0 ≤ cellPhase k L
t1 : cellPhase k L < 1
hm : k * L = π * (cellPhase k L + ↑⌊k * L / π⌋)
h :
  HasSum (fun i => 2 * A / L ^ 2 * (cos ((↑i + 1) * (2 * π * cellPhase k L)) / (↑i + 1) ^ 2))
    (2 * A / L ^ 2 * (π ^ 2 / 6 - π * (2 * π * cellPhase k L) / 2 + (2 * π * cellPhase k L) ^ 2 / 4))
⊢ ℝ
Main.lean:72:69: error: unsolved goals
A k L : ℝ
hL : 0 < L
hL0 : L ≠ 0
t0 : 0 ≤ cellPhase k L
t1 : cellPhase k L < 1
hm : k * L = π * (cellPhase k L + ↑⌊k * L / π⌋)
h :
  HasSum (fun i => 2 * A / L ^ 2 * (cos ((↑i + 1) * (2 * π * cellPhase k L)) / (↑i + 1) ^ 2))
    (2 * A / L ^ 2 * (π ^ 2 / 6 - π * (2 * π * cellPhase k L) / 2 + (2 * π * cellPhase k L) ^ 2 / 4))
⊢ (Summable fun n => friedelTail A k ((↑n + 1) * L) + friedelTail A k (-((↑n + 1) * L))) ∧
    L ^ 2 * imageError A k L = 2 * A * π ^ 2 * (cellPhase k L ^ 2 - cellPhase k L + 1 / 6)
```

The first message concerns the `_` in the statement of `h2`, which stands for the value of the sum. Lean must settle the statement of a `have` before it runs the tactic proof, and nothing in the statement fixes that real number. The value could be read off from `h`, but `h` enters only inside the proof, at `convert h using 1`, which is too late. The second message is a consequence: the proof stopped at this `have`, so the theorem's whole goal was left open.

The repair writes the value out in `h2`, exactly as it appears in `h`, and this removes the error. The term-by-term matching moves into a separate equality of functions, `hfun`; `rw [hfun]` then turns the goal into `h`, and `exact h` closes it. The messages do not show that this separation was needed; they fault only the missing value. Replacing `field_simp <;> ring` by the two tactics on separate lines is mere tidying.

Fix (accepted with no message):

```diff
@@ -78,7 +78,8 @@
   have h := (hasSum_cos_div_sq (x := 2 * π * cellPhase k L) (by positivity)
     (by nlinarith [Real.pi_pos])).mul_left (2 * A / L ^ 2)
-  have h2 : HasSum (fun n : ℕ =>
-      friedelTail A k ((n + 1) * L) + friedelTail A k (-((n + 1) * L))) _ := by
-    convert h using 1
+  have hfun : (fun n : ℕ =>
+      friedelTail A k ((n + 1) * L) + friedelTail A k (-((n + 1) * L))) =
+      fun n : ℕ => 2 * A / L ^ 2 *
+        (Real.cos ((n + 1) * (2 * π * cellPhase k L)) / ((n : ℝ) + 1) ^ 2) := by
     funext n
     -- whole turns of the phase do not matter
@@ -93,8 +94,16 @@
     rw [hc, mul_neg, Real.cos_neg, neg_sq]
     generalize Real.cos (2 * k * ((n + 1) * L)) = c
-    field_simp <;> ring
+    field_simp
+    ring
+  have h2 : HasSum (fun n : ℕ =>
+      friedelTail A k ((n + 1) * L) + friedelTail A k (-((n + 1) * L)))
+      (2 * A / L ^ 2 * (π ^ 2 / 6 - π * (2 * π * cellPhase k L) / 2 +
+        (2 * π * cellPhase k L) ^ 2 / 4)) := by
+    rw [hfun]
+    exact h
   refine ⟨h2.summable, ?_⟩
   rw [imageError, h2.tsum_eq]
-  field_simp <;> ring
+  field_simp
+  ring
 
 end
```
